# The first 2n moments fix the weight at every energy of a discrete spectrum with at most n levels

The declaration `weightAt_eq_of_moments_eq` concerns two discrete densities of states, each a finite list of at most `n` levels with real energies and real weights. The weights need be neither positive nor normalised, and several levels may share an energy. If the moments, the sums of weight times energy to the power `k`, agree for every `k` from 0 to `2n - 1`, then both spectra have the same total weight at each energy `x`. For an occupied `x`, the proof takes a polynomial of degree below `2n` that vanishes at every other occupied energy but not at `x`, so that the equal moments force equal weights there. For any other `x`, it shows that both weights are zero.

The first attempt, which Lean rejects:

```lean
import Mathlib

namespace WeightAtEqOfMomentsEq

noncomputable section

/-- A discrete density of states: levels labelled by `ι`, each with a real energy and a
real weight. Different labels may share an energy. -/
structure LineSpectrum (ι : Type*) where
  energy : ι → ℝ
  weight : ι → ℝ

variable {ι κ : Type*} [Fintype ι] [Fintype κ]

/-- The sum over all levels of the weight times a function `f` of the energy. -/
def LineSpectrum.spectralSum (A : LineSpectrum ι) (f : ℝ → ℝ) : ℝ :=
  ∑ i, A.weight i * f (A.energy i)

/-- The spectral moment of order `k`. -/
def LineSpectrum.moment (A : LineSpectrum ι) (k : ℕ) : ℝ :=
  A.spectralSum (fun x => x ^ k)

/-- The total weight of all levels that lie at the energy `x`. -/
def LineSpectrum.weightAt (A : LineSpectrum ι) (x : ℝ) : ℝ :=
  ∑ i, if A.energy i = x then A.weight i else 0

/-- An energy at which there is no level carries no weight. -/
theorem weightAt_eq_zero (A : LineSpectrum ι) {x : ℝ} (h : ∀ i, A.energy i ≠ x) :
    A.weightAt x = 0 :=
  Finset.sum_eq_zero fun i _ => if_neg (h i)

/-- A spectral sum can be regrouped by energy, over any finite set of energies that
contains all levels. -/
theorem spectralSum_eq_sum_weightAt (A : LineSpectrum ι) (S : Finset ℝ)
    (hS : ∀ i, A.energy i ∈ S) (f : ℝ → ℝ) :
    A.spectralSum f = ∑ x ∈ S, A.weightAt x * f x := by
  simp only [LineSpectrum.spectralSum, LineSpectrum.weightAt, Finset.sum_mul]
  rw [Finset.sum_comm]
  refine Finset.sum_congr rfl fun i _ => ?_
  rw [Finset.sum_eq_single (A.energy i)]
  · rw [if_pos rfl]
  · intro x _ hx
    rw [if_neg (Ne.symm hx), zero_mul]
  · intro h
    exact absurd (hS i) h

/-- The spectral sum of a polynomial of degree below `m` is the combination of the first
`m` moments with the coefficients of the polynomial. -/
theorem spectralSum_eval (A : LineSpectrum ι) {p : Polynomial ℝ} {m : ℕ}
    (hp : p.natDegree < m) :
    A.spectralSum (fun x => p.eval x) = ∑ k ∈ Finset.range m, p.coeff k * A.moment k := by
  simp only [LineSpectrum.moment, LineSpectrum.spectralSum,
    Polynomial.eval_eq_sum_range' hp, Finset.mul_sum]
  rw [Finset.sum_comm]
  refine Finset.sum_congr rfl fun k _ => Finset.sum_congr rfl fun i _ => ?_
  ring

/-- Two discrete spectra with at most `n` levels each, whose moments of order `0` to
`2n - 1` coincide, assign the same total weight to every energy. -/
theorem weightAt_eq_of_moments_eq {n : ℕ} (A : LineSpectrum ι) (B : LineSpectrum κ)
    (hA : Fintype.card ι ≤ n) (hB : Fintype.card κ ≤ n)
    (h : ∀ k < 2 * n, A.moment k = B.moment k) (x : ℝ) :
    A.weightAt x = B.weightAt x := by
  -- the at most `2n` energies occupied by either spectrum
  obtain ⟨S, hS⟩ : ∃ S : Finset ℝ,
      S = Finset.univ.image A.energy ∪ Finset.univ.image B.energy := ⟨_, rfl⟩
  have hSA : ∀ i, A.energy i ∈ S := fun i => by
    rw [hS]
    exact Finset.mem_union_left _ (Finset.mem_image_of_mem _ (Finset.mem_univ i))
  have hSB : ∀ i, B.energy i ∈ S := fun i => by
    rw [hS]
    exact Finset.mem_union_right _ (Finset.mem_image_of_mem _ (Finset.mem_univ i))
  have hcard : S.card ≤ 2 * n := by
    have h1 := Finset.card_union_le (Finset.univ.image A.energy) (Finset.univ.image B.energy)
    have h2 : (Finset.univ.image A.energy).card ≤ Fintype.card ι := Finset.card_image_le
    have h3 : (Finset.univ.image B.energy).card ≤ Fintype.card κ := Finset.card_image_le
    rw [hS]
    omega
  by_cases hx : x ∈ S
  · -- the polynomial that vanishes at every occupied energy except `x`
    obtain ⟨p, hp⟩ : ∃ p : Polynomial ℝ,
        p = ∏ y ∈ S.erase x, (Polynomial.X - Polynomial.C y) := ⟨_, rfl⟩
    have hdeg : p.natDegree < 2 * n := by
      have h1 : p.natDegree ≤
          ∑ y ∈ S.erase x, (Polynomial.X - Polynomial.C y).natDegree := by
        rw [hp]
        exact Polynomial.natDegree_prod_le _ _
      simp only [Polynomial.natDegree_X_sub_C, Finset.sum_const, smul_eq_mul, mul_one] at h1
      have h2 := Finset.card_erase_lt_of_mem hx
      omega
    have hne : p.eval x ≠ 0 := by
      rw [hp, Polynomial.eval_prod]
      refine Finset.prod_ne_zero_iff.2 fun y hy => ?_
      simpa [sub_eq_zero] using (Finset.ne_of_mem_erase hy).symm
    have hpick : ∀ g : ℝ → ℝ, ∑ y ∈ S, g y * p.eval y = g x * p.eval x := fun g => by
      refine Finset.sum_eq_single x (fun y hy hyx => ?_) (fun hx' => absurd hx hx')
      have h0 : p.eval y = 0 := by
        rw [hp, Polynomial.eval_prod]
        exact Finset.prod_eq_zero (Finset.mem_erase.2 ⟨hyx, hy⟩) (by simp)
      rw [h0, mul_zero]
    have eA : A.spectralSum (fun y => p.eval y) = A.weightAt x * p.eval x :=
      (spectralSum_eq_sum_weightAt A S hSA _).trans (hpick A.weightAt)
    have eB : B.spectralSum (fun y => p.eval y) = B.weightAt x * p.eval x :=
      (spectralSum_eq_sum_weightAt B S hSB _).trans (hpick B.weightAt)
    -- its spectral sum only involves the moments that agree
    have e : A.spectralSum (fun y => p.eval y) = B.spectralSum (fun y => p.eval y) := by
      rw [spectralSum_eval A hdeg, spectralSum_eval B hdeg]
      exact Finset.sum_congr rfl fun k hk => by rw [h k (Finset.mem_range.1 hk)]
    rw [eA, eB] at e
    exact mul_right_cancel₀ hne e
  · rw [weightAt_eq_zero A fun i hi => hx (hi ▸ hSA i),
      weightAt_eq_zero B fun i hi => hx (hi ▸ hSB i)]

end

end WeightAtEqOfMomentsEq
```

Lean reports:

```
Main.lean:111:43: error: invalid `▸` notation, expected result type of cast is 
  x ∈ S
however, the equality 
  hi
of type 
  A.energy i = ?m.526
does not contain the expected result type on either the left or the right hand side
```

The repair, with which the file compiles:

```diff
@@ -109,6 +109,10 @@
     rw [eA, eB] at e
     exact mul_right_cancel₀ hne e
-  · rw [weightAt_eq_zero A fun i hi => hx (hi ▸ hSA i),
-      weightAt_eq_zero B fun i hi => hx (hi ▸ hSB i)]
+  · -- an energy outside `S` is occupied by neither spectrum
+    have zA : A.weightAt x = 0 :=
+      weightAt_eq_zero A (x := x) fun i hi => hx (by rw [← hi]; exact hSA i)
+    have zB : B.weightAt x = 0 :=
+      weightAt_eq_zero B (x := x) fun i hi => hx (by rw [← hi]; exact hSB i)
+    rw [zA, zB]
 
 end
```

Cause. The error is in the last case, where `x` lies outside the set `S` of occupied energies. `weightAt_eq_zero` takes its energy as an implicit argument, and inside `rw` the term is elaborated before it is matched with the goal. Nothing has yet said that this energy is `x`, so `hi` has type `A.energy i = ?m.526`. The `▸` has to produce `x ∈ S`, finds neither side of `hi` in it, and fails.

The repair first proves `zA` and `zB`, whose stated types name `x`, and also passes `(x := x)`; either fixes the unknown energy. Now `hi` reads `A.energy i = x`, so `rw [← hi]` turns the goal `x ∈ S` into `A.energy i ∈ S`, which is `hSA i`. This replaces `▸` with an explicit rewrite. The term for `B` had the same form and is changed in the same way. The final `rw [zA, zB]` reduces the goal to `0 = 0`, which `rw` closes itself. The new comment is mere tidying.
